# Gaussian vacuum moments of a quadrature from the canonical commutation relation

Suppose the vacuum average of $(a+a^\dagger)^{m}$ is computed as if $a$ and $a^\dagger$ were numbers. The binomial formula then lets every $a^\dagger$ stand on the left and every $a$ on the right, each term with $m\ge 1$ is killed by $\langle 0|a^\dagger=0$ or $a|0\rangle=0$, and the oscillator ground state has no position spread at all. This is wrong already for $m=2$, where $\langle 0|aa^\dagger|0\rangle=1$ survives. The direct repair, expanding into $2^m$ ordered words and normal ordering each one, handles one moment at a time, and a closed formula then needs a further count of the contractions. One commutator and a two-step recursion give all moments at once: for $x=\alpha a+\beta b$ with $[a,b]=1$ and a linear vacuum average $\varphi$ with $\varphi(1)=1$ and $\varphi(ya)=\varphi(by)=0$ for all $y$,
$$\varphi(x^{2n})=(\alpha\beta)^n\,(2n-1)!!,\qquad \varphi(x^{2n+1})=0 .$$
These are the values that Wick's theorem assigns to powers of one linear combination in one mode; that theorem also treats products of different operators, many modes and the normal-ordered remainder terms, none of which appear here. For the displacement $q$ from equilibrium along a single vibrational mode, in the harmonic approximation at zero temperature, the case $n=2$ is the relation $\langle q^4\rangle=3\langle q^2\rangle^2$ that gives the first-order shift of the ground-state energy under a quartic term.

```lean
import Mathlib

open scoped Polynomial

namespace VacuumFluctuations

noncomputable section
```

## The double factorial

The symbol $(2n-1)!!$ is defined as $\prod_{k=0}^{n-1}(2k+1)$, the product of the first $n$ odd numbers. The empty product fixes $(-1)!!=1$ for $n=0$, and no subtraction of natural numbers occurs.

```lean
/-- The product `1 · 3 · 5 ⋯ (2n - 1)` of the first `n` odd numbers, written `(2n - 1)!!`. -/
def oddDoubleFactorial (n : ℕ) : ℕ := ∏ k ∈ Finset.range n, (2 * k + 1)
```

### (a) Recursion

*Task.* Show that $(2n+1)!!=(2n-1)!!\,(2n+1)$.

*Solution.* The product over $k=0,\dots,n$ is the product over $k=0,\dots,n-1$ times the factor at $k=n$, which is $2n+1$. In Lean this splitting is `Finset.prod_range_succ`.

```lean
/-- The recursion `(2n + 1)!! = (2n - 1)!! · (2n + 1)`. -/
theorem oddDoubleFactorial_succ (n : ℕ) :
    oddDoubleFactorial (n + 1) = oddDoubleFactorial n * (2 * n + 1) := by
  unfold oddDoubleFactorial
  rw [Finset.prod_range_succ]
```

### (b) Agreement with the usual double factorial

*Task.* The usual double factorial obeys $1!!=1$ and $(m+2)!!=(m+2)\,m!!$. Show that the product of the first $n+1$ odd numbers equals it at $m=2n+1$.

*Solution.* For $n=0$ both sides are $1$. If the claim holds for $n$, part (a) gives the product of the first $n+2$ odd numbers as $(2n+1)!!\,(2n+3)$, and this is $(m+2)!!$ for $m=2n+1$. The Lean step writes $2(n+1)+1$ as $2n+1+2$ so that `Nat.doubleFactorial_add_two` applies.

```lean
/-- The product of the first `n + 1` odd numbers is the double factorial of `2n + 1`. -/
theorem oddDoubleFactorial_eq_doubleFactorial (n : ℕ) :
    oddDoubleFactorial (n + 1) = Nat.doubleFactorial (2 * n + 1) := by
  induction n with
  | zero => rfl
  | succ n ih =>
    rw [oddDoubleFactorial_succ, ih, show 2 * (n + 1) + 1 = 2 * n + 1 + 2 by ring,
      Nat.doubleFactorial_add_two]
    ring
```

### (c) Splitting the factorial

*Task.* Show that $(2n)!=2^n\,n!\,(2n-1)!!$.

*Solution.* For $n=0$ both sides are $1$. For the step,
$$(2n+2)!=(2n+2)(2n+1)(2n)!=2(n+1)(2n+1)\,2^n n!\,(2n-1)!!=2^{n+1}(n+1)!\,(2n+1)!! .$$
Two uses of `Nat.factorial_succ` peel off the factors $2n+2$ and $2n+1$, a third expands $(n+1)!$, part (a) expands $(2n+1)!!$, and `ring` compares the products.

```lean
/-- The factorisation `(2n)! = 2ⁿ · n! · (2n - 1)!!`. -/
theorem factorial_two_mul (n : ℕ) :
    (2 * n).factorial = 2 ^ n * n.factorial * oddDoubleFactorial n := by
  induction n with
  | zero => simp [oddDoubleFactorial]
  | succ n ih =>
    rw [show 2 * (n + 1) = 2 * n + 1 + 1 by ring, Nat.factorial_succ (2 * n + 1),
      Nat.factorial_succ (2 * n), Nat.factorial_succ n, ih, oddDoubleFactorial_succ]
    ring
```

## The vacuum state and the quadrature

The scalars form a commutative ring `R`, which is $\mathbb C$ in quantum mechanics, and the operators form an associative algebra `A` over it with a unit. The map `φ : A →ₗ[R] R` is linear and plays the part of $y\mapsto\langle 0|y|0\rangle$. The structure `IsVacuumState φ a b` has four fields. The field `ccr` is $ab-ba=1$, the commutation relation of the dimensionless annihilation operator `a` and creation operator `b`. The field `normalized` is $\langle 0|0\rangle=1$. The field `annihilate`, $\varphi(ya)=0$ for all $y$, encodes $a|0\rangle=0$, and `create`, $\varphi(by)=0$ for all $y$, encodes $\langle 0|a^\dagger=0$. All four are assumed. There is no Hilbert space, no adjoint and no positivity: `b` is not required to be $a^\dagger$, so the two vanishing conditions are separate hypotheses. Products of operators are always defined in `A`, so domain questions for unbounded operators are not modelled.

```lean
section General

variable {R A : Type*} [CommRing R] [Ring A] [Algebra R A]

/-- `φ` is a vacuum expectation value for the annihilation operator `a` and the creation
operator `b`: `[a, b] = 1`, `φ` is normalised, and it vanishes on every product ending in `a`
or starting with `b`. -/
structure IsVacuumState (φ : A →ₗ[R] R) (a b : A) : Prop where
  ccr : a * b - b * a = 1
  normalized : φ 1 = 1
  annihilate : ∀ y : A, φ (y * a) = 0
  create : ∀ y : A, φ (b * y) = 0
```

The quadrature is $x=\alpha a+\beta b$ with arbitrary scalars; the physical, Hermitian case is $b=a^\dagger$ with $\beta=\alpha^*$. For an oscillator of mass $m$ and angular frequency $\omega$, the position operator has $\alpha=\beta=\sqrt{\hbar/2m\omega}$, so $\alpha\beta=\hbar/2m\omega$. The momentum operator has $\beta=-\alpha=i\sqrt{\hbar m\omega/2}$, so $\alpha\beta=\hbar m\omega/2$.

```lean
/-- The quadrature operator `x = α a + β b`. -/
def quadrature (α β : R) (a b : A) : A := α • a + β • b
```

### (d) Commutator with the quadrature

*Task.* Assuming only $[a,b]=1$, show that $[a,x]=\beta\cdot 1$.

*Solution.* By linearity, $[a,\alpha a+\beta b]=\alpha(aa-aa)+\beta(ab-ba)=\beta$. In Lean, `hab` states the relation as $ab=ba+1$, `simp only` distributes the products and substitutes it, and `abel` cancels the terms $\alpha\,aa$ and $\beta\,ba$.

```lean
/-- If `[a, b] = 1` then `[a, α a + β b] = β`. -/
theorem commutator_quadrature {a b : A} (h : a * b - b * a = 1) (α β : R) :
    a * quadrature α β a b - quadrature α β a b * a = β • (1 : A) := by
  have hab : a * b = b * a + 1 := sub_eq_iff_eq_add'.mp h
  simp only [quadrature, mul_add, add_mul, mul_smul_comm, smul_mul_assoc, hab, smul_add]
  abel
```

### (e) Commutator with a power

*Task.* Let $a$ and $x$ be any elements with $[a,x]=\beta\cdot 1$. Show that $[a,x^{n+1}]=(n+1)\beta\,x^n$.

*Solution.* Write the claim as $a\,x^{n+1}=x^{n+1}a+(n+1)\beta x^n$. For $n=0$ it is the hypothesis $ax=xa+\beta$. Assume it for $n$. Then
$$a\,x^{n+2}=(a\,x^{n+1})\,x=x^{n+1}(ax)+(n+1)\beta x^{n+1}=x^{n+2}a+\beta x^{n+1}+(n+1)\beta x^{n+1},$$
and the last two terms add to $(n+2)\beta x^{n+1}$. The four lines of the `calc` block are these four steps: regroup the power, use `ih`, use `h1`, and collect the scalar coefficients with `module`.

```lean
/-- If `[a, x]` is the scalar `β`, then `[a, xⁿ⁺¹] = (n + 1) β xⁿ`. -/
theorem commutator_pow {a x : A} {β : R} (h : a * x - x * a = β • (1 : A)) (n : ℕ) :
    a * x ^ (n + 1) - x ^ (n + 1) * a = (((n : R) + 1) * β) • x ^ n := by
  have h1 : a * x = x * a + β • (1 : A) := sub_eq_iff_eq_add'.mp h
  rw [sub_eq_iff_eq_add']
  induction n with
  | zero => simpa using h1
  | succ n ih =>
    -- move `a` through `xⁿ⁺¹` first, then through the last factor `x`
    calc a * x ^ (n + 1 + 1) = (a * x ^ (n + 1)) * x := by
          rw [pow_succ x (n + 1), mul_assoc]
      _ = x ^ (n + 1) * (a * x) + (((n : R) + 1) * β) • (x ^ n * x) := by
          rw [ih, add_mul, mul_assoc, smul_mul_assoc]
      _ = x ^ (n + 1 + 1) * a + β • x ^ (n + 1) + (((n : R) + 1) * β) • x ^ (n + 1) := by
          rw [h1, mul_add, mul_smul_comm, mul_one, ← mul_assoc, ← pow_succ, ← pow_succ]
      _ = x ^ (n + 1 + 1) * a + ((((n + 1 : ℕ) : R) + 1) * β) • x ^ (n + 1) := by
          push_cast
          module
```

### (f) The moment recursion

*Task.* In a vacuum state, show that $\varphi(x^{n+2})=(n+1)\,\alpha\beta\,\varphi(x^n)$ for every $n\ge 0$.

*Solution.* Expand only the leftmost factor:
$$x^{n+2}=\alpha\,a\,x^{n+1}+\beta\,b\,x^{n+1}.$$
The second term begins with $b$, so $\varphi$ gives zero. In the first, parts (d) and (e) give $a\,x^{n+1}=x^{n+1}a+(n+1)\beta x^n$. The product $x^{n+1}a$ ends in $a$ and also gives zero. What remains is $\alpha\,(n+1)\beta\,\varphi(x^n)$. In Lean, `hx` is the expansion and `hc` is the commuted form of $a\,x^{n+1}$. The `generalize` step freezes $x^{n+1}$ as a symbol `y`, so that only the leftmost factor is unfolded. Linearity with `h.annihilate` and `h.create` removes the two dead terms.

```lean
/-- The vacuum moments of `x = α a + β b` obey `φ(xⁿ⁺²) = (n + 1) α β φ(xⁿ)`. -/
theorem moment_recursion {φ : A →ₗ[R] R} {a b : A} (h : IsVacuumState φ a b) (α β : R)
    (n : ℕ) :
    φ (quadrature α β a b ^ (n + 2)) =
      ((n : R) + 1) * (α * β) * φ (quadrature α β a b ^ n) := by
  have hc := sub_eq_iff_eq_add'.mp (commutator_pow (commutator_quadrature h.ccr α β) n)
  have hp : quadrature α β a b ^ (n + 2) =
      quadrature α β a b * quadrature α β a b ^ (n + 1) := pow_succ' _ (n + 1)
  -- split off the leftmost factor of the power
  have hx : quadrature α β a b ^ (n + 2) =
      α • (a * quadrature α β a b ^ (n + 1)) + β • (b * quadrature α β a b ^ (n + 1)) := by
    rw [hp]
    generalize quadrature α β a b ^ (n + 1) = y
    simp only [quadrature, add_mul, smul_mul_assoc]
  -- `b` on the left gives zero; `a` is commuted to the right, leaving the commutator
  rw [hx, hc]
  simp only [map_add, map_smul, h.annihilate, h.create, smul_eq_mul]
  ring
```

### (g) Odd moments

*Task.* Show that $\varphi(x^{2n+1})=0$ for every $n$.

*Solution.* Setting $y=1$ in the two vanishing conditions gives $\varphi(a)=\varphi(b)=0$, hence $\varphi(x)=\alpha\varphi(a)+\beta\varphi(b)=0$. Part (f) gives $\varphi(x^{2n+3})=(2n+2)\alpha\beta\,\varphi(x^{2n+1})$, so the zero propagates. The base case is `ha` and `hb`, and the step is one rewrite with `moment_recursion h` followed by `ih`.

```lean
/-- The odd vacuum moments of `x = α a + β b` vanish. -/
theorem odd_moment {φ : A →ₗ[R] R} {a b : A} (h : IsVacuumState φ a b) (α β : R) (n : ℕ) :
    φ (quadrature α β a b ^ (2 * n + 1)) = 0 := by
  induction n with
  | zero =>
    have ha : φ a = 0 := by simpa using h.annihilate 1
    have hb : φ b = 0 := by simpa using h.create 1
    simp [quadrature, ha, hb]
  | succ n ih =>
    rw [show 2 * (n + 1) + 1 = 2 * n + 1 + 2 by ring, moment_recursion h, ih, mul_zero]
```

### (h) Even moments

*Task.* Show that $\varphi(x^{2n})=(\alpha\beta)^n(2n-1)!!$ for every $n$.

*Solution.* For $n=0$ the claim is $\varphi(1)=1$. By (f), the induction hypothesis and (a),
$$\varphi(x^{2n+2})=(2n+1)\,\alpha\beta\,(\alpha\beta)^n(2n-1)!!=(\alpha\beta)^{n+1}(2n+1)!! .$$
The sequence starts $1,\ \alpha\beta,\ 3(\alpha\beta)^2,\ 15(\alpha\beta)^3$. The expression `(oddDoubleFactorial n : R)` is the image of the natural number in the scalar ring. The base case uses `h.normalized`, and the step follows the displayed line.

```lean
/-- The even vacuum moments of `x = α a + β b` are `φ(x²ⁿ) = (α β)ⁿ (2n - 1)!!`. -/
theorem even_moment {φ : A →ₗ[R] R} {a b : A} (h : IsVacuumState φ a b) (α β : R) (n : ℕ) :
    φ (quadrature α β a b ^ (2 * n)) = (α * β) ^ n * (oddDoubleFactorial n : R) := by
  induction n with
  | zero => simp [oddDoubleFactorial, h.normalized]
  | succ n ih =>
    rw [show 2 * (n + 1) = 2 * n + 2 by ring, moment_recursion h, ih, oddDoubleFactorial_succ]
    push_cast
    ring
```

### (i) Moments of $a+b$

*Task.* Show that $\varphi\big((a+b)^{2(n+1)}\big)=(2n+1)!!$, with the usual double factorial, and that $\varphi\big((a+b)^{2n+1}\big)=0$.

*Solution.* Put $\alpha=\beta=1$ in (g) and (h), and use (b) to rename the product. The even orders covered are $2,4,6,\dots$, with values $1,3,15,\dots$; order zero is contained in (h). In Lean, `hq` identifies `a + b` with `quadrature (1 : R) 1 a b`, and each half of the conjunction is a chain of rewrites.

```lean
/-- In a vacuum state the moment of `a + b` of order `2(n + 1)` is `(2n + 1)!!`, and the moment
of order `2n + 1` is zero. -/
theorem vacuum_moments {φ : A →ₗ[R] R} {a b : A} (h : IsVacuumState φ a b) (n : ℕ) :
    φ ((a + b) ^ (2 * (n + 1))) = (Nat.doubleFactorial (2 * n + 1) : R) ∧
      φ ((a + b) ^ (2 * n + 1)) = 0 := by
  have hq : a + b = quadrature (1 : R) 1 a b := by simp [quadrature]
  constructor
  · rw [hq, even_moment h, oddDoubleFactorial_eq_doubleFactorial, mul_one, one_pow, one_mul]
  · rw [hq, odd_moment h]

end General
```

### (j) The moment generating series

*Task.* Take complex scalars. Show that for all complex $\alpha,\beta,t$,
$$\sum_{n=0}^\infty\frac{t^n}{n!}\,\varphi(x^n)=\exp\!\Big(\frac{\alpha\beta\,t^2}{2}\Big).$$

*Solution.* The odd terms vanish by (g). By (h) and (c), the term $n=2k$ is
$$\frac{t^{2k}\,(\alpha\beta)^k\,(2k-1)!!}{2^k\,k!\,(2k-1)!!}=\frac{1}{k!}\Big(\frac{\alpha\beta\,t^2}{2}\Big)^{k},$$
the $k$-th term of the exponential series at $\alpha\beta t^2/2$, which converges for every complex argument. For real $\alpha\beta=\sigma^2>0$ and real $t$, the right-hand side is the moment generating function $e^{\sigma^2t^2/2}$ of a centred normal distribution, and this identity is the sense given to the word Gaussian.

The statement uses `HasSum`, which says that the finite partial sums converge to the given value whatever the order of the terms. In the proof, `hexp` is the exponential series and `e` is the displayed term identity. The cancellation of $(2k-1)!!$ needs it to be nonzero; `hd` obtains this from (c), since otherwise $(2k)!$ would vanish. The facts `heven` and `hodd` sum the two subsequences, and `HasSum.even_add_odd` joins them.

```lean
section ComplexScalars

variable {A : Type*} [Ring A] [Algebra ℂ A]

/-- The moment generating series `∑ tⁿ / n! · φ(xⁿ)` of `x = α a + β b` in a vacuum state
converges to `exp(α β t² / 2)` for every complex `t`. -/
theorem moment_generating_function {φ : A →ₗ[ℂ] ℂ} {a b : A} (h : IsVacuumState φ a b)
    (α β t : ℂ) :
    HasSum (fun n : ℕ => t ^ n / (n.factorial : ℂ) * φ (quadrature α β a b ^ n))
      (Complex.exp (α * β * t ^ 2 / 2)) := by
  have hexp : HasSum (fun k : ℕ => (α * β * t ^ 2 / 2) ^ k / (k.factorial : ℂ))
      (Complex.exp (α * β * t ^ 2 / 2)) := by
    rw [Complex.exp_eq_exp_ℂ]
    exact NormedSpace.expSeries_div_hasSum_exp _
  -- the even terms are those of the exponential series
  have e : ∀ k : ℕ, t ^ (2 * k) / ((2 * k).factorial : ℂ) * φ (quadrature α β a b ^ (2 * k)) =
      (α * β * t ^ 2 / 2) ^ k / (k.factorial : ℂ) := by
    intro k
    have hf : (k.factorial : ℂ) ≠ 0 := Nat.cast_ne_zero.mpr (Nat.factorial_ne_zero k)
    have hd : (oddDoubleFactorial k : ℂ) ≠ 0 := by
      apply Nat.cast_ne_zero.mpr
      intro h0
      have h2 := factorial_two_mul k
      rw [h0, mul_zero] at h2
      exact Nat.factorial_ne_zero _ h2
    rw [even_moment h, factorial_two_mul k, pow_mul t 2 k, div_pow, mul_pow (α * β) (t ^ 2) k]
    push_cast
    generalize (α * β) ^ k = u
    generalize (t ^ 2) ^ k = v
    field_simp
  have heven : HasSum (fun k : ℕ =>
      t ^ (2 * k) / ((2 * k).factorial : ℂ) * φ (quadrature α β a b ^ (2 * k)))
      (Complex.exp (α * β * t ^ 2 / 2)) := by
    simpa only [e] using hexp
  -- the odd terms vanish
  have hodd : HasSum (fun k : ℕ =>
      t ^ (2 * k + 1) / ((2 * k + 1).factorial : ℂ) * φ (quadrature α β a b ^ (2 * k + 1)))
      0 := by
    simp only [odd_moment h α β, mul_zero]
    exact hasSum_zero
  have hsum := HasSum.even_add_odd
    (f := fun n : ℕ => t ^ n / (n.factorial : ℂ) * φ (quadrature α β a b ^ n)) heven hodd
  rw [add_zero] at hsum
  exact hsum
```

### (k) The characteristic series of a rotated quadrature

*Task.* For real $\theta$ and $s$ and $x_\theta=e^{-i\theta}a+e^{i\theta}b$, show that
$$\sum_{n=0}^\infty\frac{(is)^n}{n!}\,\varphi(x_\theta^n)=e^{-s^2/2}.$$

*Solution.* Apply (j) with $\alpha=e^{-i\theta}$, $\beta=e^{i\theta}$, $t=is$. Then $\alpha\beta=e^{0}=1$ and $t^2=-s^2$. The result does not depend on $\theta$. The angle $\theta=0$ gives $a+b$ and $\theta=\pi/2$ gives $i(b-a)$, the position-like and momentum-like directions. The convention carries no factor $1/\sqrt2$, so the second moment is $1$ and not $1/2$. In Lean, `hm` is the instance of (j), and `e` simplifies the exponent with `Complex.exp_add` and `Complex.I_sq`.

```lean
/-- For every angle `θ`, the characteristic series `∑ (i s)ⁿ / n! · φ(xⁿ)` of the rotated
quadrature `x = e^{-iθ} a + e^{iθ} b` in a vacuum state converges to `exp(-s² / 2)`. -/
theorem characteristic_function {φ : A →ₗ[ℂ] ℂ} {a b : A} (h : IsVacuumState φ a b)
    (θ s : ℝ) :
    HasSum (fun n : ℕ => (Complex.I * s) ^ n / (n.factorial : ℂ) *
        φ (quadrature (Complex.exp (-(θ * Complex.I))) (Complex.exp (θ * Complex.I)) a b ^ n))
      (Complex.exp (-(s : ℂ) ^ 2 / 2)) := by
  have hm := moment_generating_function h (Complex.exp (-(θ * Complex.I)))
    (Complex.exp (θ * Complex.I)) (Complex.I * s)
  have e : Complex.exp (-(θ * Complex.I)) * Complex.exp (θ * Complex.I) *
      (Complex.I * s) ^ 2 / 2 = -(s : ℂ) ^ 2 / 2 := by
    rw [← Complex.exp_add, neg_add_cancel, Complex.exp_zero, mul_pow, Complex.I_sq]
    ring
  rw [e] at hm
  exact hm

end ComplexScalars
```

## A concrete model

Let the algebra be `Module.End ℂ ℂ[X]`, the linear maps on complex polynomials, with composition as the product. The annihilation operator is $d/dX$.

```lean
/-- The annihilation operator on complex polynomials: differentiation `d/dX`. -/
def polyAnnihilation : Module.End ℂ ℂ[X] := Polynomial.derivative
```

The creation operator is multiplication by $X$, so the monomial $X^n=b^n\cdot 1$ stands for the unnormalised $n$-quantum state and the polynomial $1$ for the vacuum.

```lean
/-- The creation operator on complex polynomials: multiplication by `X`. -/
def polyCreation : Module.End ℂ ℂ[X] := LinearMap.mulLeft ℂ (Polynomial.X : ℂ[X])
```

The functional applies an operator $y$ to $1$ and reads off the constant coefficient, the vacuum component of $y|0\rangle$.

```lean
/-- The functional that sends an operator `y` on polynomials to the constant coefficient of
`y` applied to the polynomial `1`. -/
def polyVacuum : Module.End ℂ ℂ[X] →ₗ[ℂ] ℂ where
  toFun y := (y 1).coeff 0
  map_add' y z := by simp
  map_smul' c y := by simp
```

### (l) The model is a vacuum state

*Task.* Verify the four conditions for these three objects, so that parts (f) to (k) apply to an actual example.

*Solution.* For a polynomial $p$, the product rule gives $(Xp)'-Xp'=p$, so $ab-ba=1$. The identity sends $1$ to $1$, whose constant coefficient is $1$. Next $(ya)(1)=y(1')=y(0)=0$. Finally $(by)(1)=X\,y(1)$ has no constant term. As an illustration, repeated application of $d/dX+X$ to $1$ gives $X$, $1+X^2$, $3X+X^3$, $3+6X^2+X^4$, with constant coefficients $0,1,0,3$, as in (i). Each `show` line in the proof restates one field as the polynomial identity just written, and `Polynomial.derivative_mul` is the product rule.

```lean
/-- Differentiation, multiplication by `X` and the constant-coefficient functional on complex
polynomials form a vacuum state. -/
theorem isVacuumState_witness : IsVacuumState polyVacuum polyAnnihilation polyCreation where
  ccr := by
    apply LinearMap.ext
    intro p
    show Polynomial.derivative (Polynomial.X * p) - Polynomial.X * Polynomial.derivative p = p
    rw [Polynomial.derivative_mul, Polynomial.derivative_X]
    ring
  normalized := by
    show (1 : ℂ[X]).coeff 0 = 1
    simp
  annihilate y := by
    show (y (Polynomial.derivative (1 : ℂ[X]))).coeff 0 = 0
    simp
  create y := by
    show (Polynomial.X * y (1 : ℂ[X])).coeff 0 = 0
    simp

end

end VacuumFluctuations
```

```lean
#print axioms VacuumFluctuations.vacuum_moments
-- 'VacuumFluctuations.vacuum_moments' depends on axioms: [propext, Classical.choice, Quot.sound]
#print axioms VacuumFluctuations.characteristic_function
-- 'VacuumFluctuations.characteristic_function' depends on axioms: [propext, Classical.choice, Quot.sound]
```

## Dropped hypotheses and limits

The remarks in this section are hand arguments with no counterpart in the Lean code.

Each hypothesis is needed over $\mathbb C$. Without `normalized`, the zero functional satisfies the rest and has $\varphi\big((a+b)^2\big)=0$. Without `ccr`, take $A=\mathbb C$, $a=b=0$ and $\varphi$ the identity, with the same failure. Without `create`, keep the polynomial operators and let $\varphi(y)$ be the value of $y(1)$ at $X=c\neq0$. Then $\varphi(1)=1$ and $\varphi(ya)=0$ still hold, but $\varphi(a+b)=c$, so the first moment does not vanish. Without `annihilate`, let $\varphi(y)$ be the constant coefficient of $y(1+X)$. Then $\varphi(1)=1$ and $\varphi(by)=0$, but $\varphi(a+b)=1$.

Complex matrices of finite positive size $N$ cannot satisfy `ccr`, because the trace of $ab-ba$ is $0$ and the trace of the identity is $N$. A truncated oscillator basis therefore lies outside the hypotheses. If the $N$ lowest number states are kept, the vacuum moments of order below $2N$ still have the values in (g) and (h), because a product of fewer than $2N$ factors that leads from the vacuum back to the vacuum never passes through the $N$-quantum state. For $\alpha\beta\neq0$ the moment of order $2N$ is the first to be wrong.

Parts (j) and (k) concern series of numbers $\varphi(x^n)$. The algebra has no topology and no operator exponential, so the sum in (k) is not shown to equal $\langle 0|e^{isx_\theta}|0\rangle$. No probability measure or wavefunction is constructed, and for general complex $\alpha\beta$, for instance a negative value, the moments in (h) belong to no probability distribution on the real line. Thermal states, excited number states and correlations between several modes are not treated.
